# Legendre polynomials stay within ±1 on [−1, 1]: a proof from the three-term recurrence

## Why doesn't the recurrence let the values grow?

With $P_0=1$ and $P_1=x$, the first step of the Legendre recurrence is $2P_2 = 3xP_1 - P_0$. If I use only $|P_0|\le 1$ and $|P_1|\le 1$ on $[-1,1]$, I get $|P_2|\le 2$. Yet $P_2=(3x^2-1)/2$ stays between $-1/2$ and $1$. The same estimate gives $|P_3|\le 4$, and it keeps getting worse.

I care because I truncate the multipole expansion of the Coulomb interaction between two point charges. They sit at distances $s<R$ from the origin, with angle $\gamma$ between their position vectors:

$$\frac{1}{|\mathbf R-\mathbf s|}=\frac1R\sum_{l\ge0}\left(\frac sR\right)^l P_l(\cos\gamma).$$

My error estimate needs $|P_l(\cos\gamma)|\le 1$ for every $l$. Can I get that from the recurrence itself, without an integral representation?

## A quadratic form of two neighbours that never increases

Yes. Follow a combination of two neighbouring values instead of each value separately. For $P_1$ and $P_2$ it is

$$P_2^2-2xP_2P_1+P_1^2=(1-x^2)-\tfrac34(1-x^2)^2\le 1-x^2 .$$

The left side also equals $(P_1-xP_2)^2+(1-x^2)P_2^2$, so $(1-x^2)P_2^2\le 1-x^2$. Inside the interval, dividing by $1-x^2>0$ gives $|P_2|\le1$. The triangle inequality loses the cancellation that this form keeps.

**The general step.** Define $Q_l=P_{l+1}^2-2xP_{l+1}P_l+P_l^2$, so that $Q_0=x^2-2x^2+1=1-x^2$. The recurrence, solved for its highest term, reads

$$P_{l+2}=\frac{(2l+3)xP_{l+1}-(l+1)P_l}{l+2}.$$

In the difference of consecutive forms $P_{l+1}^2$ cancels, and the rest factors:

$$Q_{l+1}-Q_l=(P_{l+2}-P_l)(P_{l+2}+P_l-2xP_{l+1}).$$

By the recurrence, the two factors are

$$\frac{2l+3}{l+2}(xP_{l+1}-P_l)\quad\text{and}\quad-\frac{1}{l+2}(xP_{l+1}-P_l).$$

Hence

$$Q_{l+1}=Q_l-\frac{2l+3}{(l+2)^2}(xP_{l+1}-P_l)^2,$$

and so $Q_l\le Q_0=1-x^2$. Completing the square gives $Q_l=(P_{l+1}-xP_l)^2+(1-x^2)P_l^2$, so

$$(1-x^2)P_l^2\le Q_l\le 1-x^2 .$$

For $-1<x<1$, division gives $|P_l|\le1$.

**The endpoints.** If $x^2=1$, then $P_l=x^l$. This holds for $l=0,1$, and if it holds for $l$ and $l+1$, then

$$(l+2)P_{l+2}=(2l+3)x^{l+2}-(l+1)x^l=(l+2)x^{l+2},$$

because $x^l=x^{l+2}$. So $|P_l|=1$ there.

**Strictness and the right edge.** For $-1<x<1$ the first step already lowers the form strictly, so $|P_l|<1$ for all $l\ge1$. For $x>1$ the values grow with $l$. They start from $P_0=1<P_1=x$, and

$$(l+2)(P_{l+2}-P_{l+1})=(2l+3)(x-1)P_{l+1}+(l+1)(P_{l+1}-P_l)>0 .$$

Thus $P_l(x)>1$ for $x>1$ and $l\ge1$.

**The truncation error.** Put $r=s/R$, so $0\le r<1$, and $x=\cos\gamma$. Since $|r^lP_l(x)|\le r^l$, the series converges, and the terms left out after the first $L$ satisfy

$$\left|\sum_{l\ge L}r^lP_l(x)\right|\le\sum_{l\ge L}r^l=\frac{r^L}{1-r}.$$

Here is the whole argument in Lean 4 with Mathlib.

```lean
import Mathlib

open Finset

namespace LegendreBound

noncomputable section

/-- The Legendre polynomials as real functions: `P_0 = 1`, `P_1 = x`, and each further one
from the two before it by Bonnet's recurrence. -/
def legendreP : ℕ → ℝ → ℝ
  | 0, _ => 1
  | 1, x => x
  | (l + 2), x =>
      ((2 * (l : ℝ) + 3) * x * legendreP (l + 1) x - ((l : ℝ) + 1) * legendreP l x)
        / ((l : ℝ) + 2)

/-- The quadratic form `P_(l+1)² - 2 x P_(l+1) P_l + P_l²` of two neighbouring Legendre
values at the point `x`. -/
def neighbourForm (l : ℕ) (x : ℝ) : ℝ :=
  legendreP (l + 1) x ^ 2 - 2 * x * legendreP (l + 1) x * legendreP l x + legendreP l x ^ 2

/-- Bonnet's recurrence, written for the step from `l` and `l + 1` to `l + 2`. -/
theorem bonnet (l : ℕ) (x : ℝ) :
    ((l : ℝ) + 2) * legendreP (l + 2) x
      = (2 * (l : ℝ) + 3) * x * legendreP (l + 1) x - ((l : ℝ) + 1) * legendreP l x := by
  have hne : (l : ℝ) + 2 ≠ 0 := by positivity
  simp only [legendreP]
  field_simp

/-- One step of the recurrence lowers the quadratic form by a multiple of a square. -/
theorem neighbourForm_succ (l : ℕ) (x : ℝ) :
    neighbourForm (l + 1) x = neighbourForm l x
      - (2 * (l : ℝ) + 3) / ((l : ℝ) + 2) ^ 2
        * (x * legendreP (l + 1) x - legendreP l x) ^ 2 := by
  have hne : (l : ℝ) + 2 ≠ 0 := by positivity
  have hc : legendreP (l + 2) x = ((2 * (l : ℝ) + 3) * x * legendreP (l + 1) x
      - ((l : ℝ) + 1) * legendreP l x) / ((l : ℝ) + 2) := by
    rw [eq_div_iff hne]
    linarith [bonnet l x]
  change legendreP (l + 2) x ^ 2 - 2 * x * legendreP (l + 2) x * legendreP (l + 1) x
    + legendreP (l + 1) x ^ 2 = _
  rw [hc, neighbourForm]
  field_simp
  ring

/-- The quadratic form lies between `(1 - x²) P_l(x)²` and `1 - x²`, for every real `x`. -/
theorem neighbourForm_bounds (l : ℕ) (x : ℝ) :
    (1 - x ^ 2) * legendreP l x ^ 2 ≤ neighbourForm l x ∧ neighbourForm l x ≤ 1 - x ^ 2 := by
  constructor
  · -- complete the square in `P_(l+1)`
    unfold neighbourForm
    nlinarith [sq_nonneg (legendreP (l + 1) x - x * legendreP l x)]
  · induction l with
    | zero =>
      apply le_of_eq
      simp only [neighbourForm, legendreP]
      ring
    | succ l ih =>
      rw [neighbourForm_succ]
      have h : 0 ≤ (2 * (l : ℝ) + 3) / ((l : ℝ) + 2) ^ 2
          * (x * legendreP (l + 1) x - legendreP l x) ^ 2 := by positivity
      linarith

/-- At the endpoints `x = 1` and `x = -1` the Legendre polynomial takes the value `x^l`. -/
theorem legendreP_endpoint (l : ℕ) {x : ℝ} (hx : x ^ 2 = 1) : legendreP l x = x ^ l := by
  have key : ∀ k : ℕ, legendreP k x = x ^ k ∧ legendreP (k + 1) x = x ^ (k + 1) := by
    intro k
    induction k with
    | zero => simp [legendreP]
    | succ k ih =>
      refine ⟨ih.2, ?_⟩
      have h := bonnet k x
      rw [ih.1, ih.2] at h
      have hne : (k : ℝ) + 2 ≠ 0 := by positivity
      apply mul_left_cancel₀ hne
      change ((k : ℝ) + 2) * legendreP (k + 2) x = ((k : ℝ) + 2) * x ^ (k + 2)
      linear_combination h + ((k : ℝ) + 1) * x ^ k * hx
  exact (key l).1

/-- Every Legendre polynomial is bounded by one in absolute value on `[-1, 1]`. -/
theorem abs_legendreP_le_one (l : ℕ) {x : ℝ} (hx : x ∈ Set.Icc (-1 : ℝ) 1) :
    |legendreP l x| ≤ 1 := by
  have hx2 : x ^ 2 ≤ 1 := by
    nlinarith [mul_nonneg (sub_nonneg.2 hx.2) (by linarith [hx.1] : (0 : ℝ) ≤ 1 + x)]
  rw [← sq_le_one_iff_abs_le_one]
  rcases eq_or_lt_of_le hx2 with h | h
  · have h1 : (x ^ l) ^ 2 = 1 := by
      rw [← pow_mul, mul_comm, pow_mul, h, one_pow]
    rw [legendreP_endpoint l h]
    exact h1.le
  · -- inside the interval, divide the two bounds by `1 - x² > 0`
    obtain ⟨h1, h2⟩ := neighbourForm_bounds l x
    have hpos : 0 < 1 - x ^ 2 := by linarith
    exact le_of_mul_le_mul_left (by linarith) hpos

/-- For `l ≥ 1` the bound is strict at every interior point of `[-1, 1]`. -/
theorem abs_legendreP_lt_one {l : ℕ} (hl : 1 ≤ l) {x : ℝ} (hx : x ∈ Set.Ioo (-1 : ℝ) 1) :
    |legendreP l x| < 1 := by
  have hpos : 0 < 1 - x ^ 2 := by
    nlinarith [mul_pos (sub_pos.2 hx.2) (by linarith [hx.1] : (0 : ℝ) < 1 + x)]
  -- the first step of the recurrence already lowers the quadratic form strictly
  have key : ∀ k : ℕ, neighbourForm (k + 1) x < 1 - x ^ 2 := by
    intro k
    induction k with
    | zero =>
      have h : neighbourForm (0 + 1) x = 1 - x ^ 2 - 3 / 4 * (1 - x ^ 2) ^ 2 := by
        rw [neighbourForm_succ]
        simp only [neighbourForm, zero_add, legendreP, Nat.cast_zero]
        ring
      have hsq : 0 < (1 - x ^ 2) ^ 2 := pow_pos hpos 2
      rw [h]
      linarith
    | succ k ih =>
      rw [neighbourForm_succ]
      have h : 0 ≤ (2 * ((k + 1 : ℕ) : ℝ) + 3) / (((k + 1 : ℕ) : ℝ) + 2) ^ 2
          * (x * legendreP (k + 1 + 1) x - legendreP (k + 1) x) ^ 2 := by positivity
      linarith
  obtain ⟨k, rfl⟩ := Nat.exists_eq_add_of_le' hl
  rw [← sq_lt_one_iff_abs_lt_one]
  have h1 := (neighbourForm_bounds (k + 1) x).1
  have h2 := key k
  exact lt_of_mul_lt_mul_left (by linarith) hpos.le

/-- To the right of the interval the bound fails: `P_l(x) > 1` for `x > 1` and `l ≥ 1`. -/
theorem one_lt_legendreP {l : ℕ} (hl : 1 ≤ l) {x : ℝ} (hx : 1 < x) : 1 < legendreP l x := by
  -- at fixed `x > 1` the values grow with `l`
  have key : ∀ k : ℕ, 1 ≤ legendreP k x ∧ legendreP k x < legendreP (k + 1) x := by
    intro k
    induction k with
    | zero => simpa [legendreP] using hx
    | succ k ih =>
      obtain ⟨h1, h2⟩ := ih
      refine ⟨by linarith, ?_⟩
      change legendreP (k + 1) x < legendreP (k + 2) x
      have hb := bonnet k x
      have h3 : 0 < (2 * (k : ℝ) + 3) * ((x - 1) * legendreP (k + 1) x) :=
        mul_pos (by positivity) (mul_pos (by linarith) (by linarith))
      have h4 : 0 < ((k : ℝ) + 1) * (legendreP (k + 1) x - legendreP k x) :=
        mul_pos (by positivity) (by linarith)
      have h5 : (0 : ℝ) ≤ (k : ℝ) + 2 := by positivity
      exact lt_of_mul_lt_mul_left (by nlinarith) h5
  obtain ⟨k, rfl⟩ := Nat.exists_eq_add_of_le' hl
  exact lt_of_le_of_lt (key k).1 (key k).2

/-- For a distance ratio `0 ≤ r < 1` and `x` in `[-1, 1]` the multipole series `∑ r^l P_l(x)`
converges, and keeping only its first `L` terms makes an error of at most `r^L / (1 - r)`. -/
theorem multipole_truncation {r x : ℝ} (hr0 : 0 ≤ r) (hr1 : r < 1)
    (hx : x ∈ Set.Icc (-1 : ℝ) 1) (L : ℕ) :
    Summable (fun l : ℕ => r ^ l * legendreP l x) ∧
      |(∑' l : ℕ, r ^ l * legendreP l x) - ∑ l ∈ range L, r ^ l * legendreP l x|
        ≤ r ^ L / (1 - r) := by
  have hterm : ∀ l : ℕ, ‖r ^ l * legendreP l x‖ ≤ r ^ l := by
    intro l
    rw [Real.norm_eq_abs, abs_mul, abs_of_nonneg (pow_nonneg hr0 l)]
    exact mul_le_of_le_one_right (pow_nonneg hr0 l) (abs_legendreP_le_one l hx)
  have hs : Summable (fun l : ℕ => r ^ l * legendreP l x) :=
    Summable.of_norm_bounded (g := fun l : ℕ => r ^ l)
      (summable_geometric_of_lt_one hr0 hr1) hterm
  refine ⟨hs, ?_⟩
  -- the error is the tail, which a geometric series dominates
  have htail : ‖∑' i : ℕ, r ^ (i + L) * legendreP (i + L) x‖ ≤ r ^ L * (1 - r)⁻¹ := by
    refine tsum_of_norm_bounded ((hasSum_geometric_of_lt_one hr0 hr1).mul_left (r ^ L)) ?_
    intro i
    calc ‖r ^ (i + L) * legendreP (i + L) x‖ ≤ r ^ (i + L) := hterm (i + L)
      _ = r ^ L * r ^ i := by ring
  have hsplit := hs.sum_add_tsum_nat_add L
  rw [← hsplit, add_sub_cancel_left, div_eq_mul_inv]
  exact htail

end

end LegendreBound
```

```lean
#print axioms LegendreBound.abs_legendreP_le_one
#print axioms LegendreBound.abs_legendreP_lt_one
#print axioms LegendreBound.one_lt_legendreP
#print axioms LegendreBound.multipole_truncation
```

```
'LegendreBound.abs_legendreP_le_one' depends on axioms: [propext, Classical.choice, Quot.sound]
'LegendreBound.abs_legendreP_lt_one' depends on axioms: [propext, Classical.choice, Quot.sound]
'LegendreBound.one_lt_legendreP' depends on axioms: [propext, Classical.choice, Quot.sound]
'LegendreBound.multipole_truncation' depends on axioms: [propext, Classical.choice, Quot.sound]
```

**What the statements say.** `legendreP l x` is the real number $P_l(x)$, defined by the two starting values and the solved recurrence. `bonnet` restores the usual form, with the index shifted by one: its `l` is the textbook $l-1$. `neighbourForm l x` is $Q_l$.

The main theorem, `abs_legendreP_le_one`, holds for every natural `l` and every real `x` in the closed interval `Set.Icc (-1) 1`, which is the range of $\cos\gamma$. `abs_legendreP_lt_one` uses the open interval `Set.Ioo` and needs `1 ≤ l`, since $P_0=1$ everywhere.

In `multipole_truncation`, `r` is a ratio of distances, not a distance, and `L` counts the terms kept, so the highest order kept is $L-1$. The conclusion includes `Summable` because Lean assigns the value zero to a sum that does not converge.

The theorem bounds the error of the series $\sum_l r^lP_l(x)$. That this series equals $R/|\mathbf R-\mathbf s|$ is the generating-function identity, which you have to supply from elsewhere. With it, the error in your $1/|\mathbf R-\mathbf s|$ is at most $r^L/(R(1-r))$. In electronic structure work this gives an a priori cutoff for the interaction of two point charges at different distances from the expansion centre; the bound grows without limit as the distances approach each other.

**How Lean carries out the steps.**

- `neighbourForm_succ` substitutes the solved recurrence for $P_{l+2}$, clears denominators with `field_simp` and leaves the identity to `ring`, in place of the factorisation above.
- `neighbourForm_bounds` gives `nlinarith` the square $(P_{l+1}-xP_l)^2$ for the lower bound, and proves the upper one by induction on `l`. Both hold for every real `x`.
- `legendreP_endpoint` proves the formula for two neighbouring indices at once, because the recurrence needs both.
- `abs_legendreP_le_one` splits into $x^2=1$ and $x^2<1$. In the second case `le_of_mul_le_mul_left` cancels the positive factor $1-x^2$.
- `abs_legendreP_lt_one` computes $Q_1$ explicitly and carries the strict inequality upward by induction.
- `one_lt_legendreP` carries $1\le P_k<P_{k+1}$ through its induction.
- `multipole_truncation` compares the terms with a geometric series, splits off the first `L` terms with `sum_add_tsum_nat_add`, and bounds the tail with `tsum_of_norm_bounded`.
